# With frequencies −M, …, M−1, the spectral gradient of a real grid function is real exactly when its Nyquist coefficient vanishes

A plane-wave calculation with a gradient-corrected functional needs the gradient of the electron density on the grid. A simple procedure is to Fourier transform the density, multiply every coefficient on the grid by $i$ times its wave vector, transform back and keep the real part. The density is real, so one expects the discarded imaginary part to be zero. On a grid with an even number of points this can fail, because one frequency, the Nyquist frequency, has no partner of opposite sign. The question does not arise if the density is first restricted to a cutoff sphere that excludes this frequency, as plane-wave codes often do. Without such a restriction, the augmentation charges of ultrasoft pseudopotentials, evaluated point by point on the grid, may well have a component at that frequency.

For one periodic direction with $2M$ points, $M\ge 1$, and frequencies $m=-M,\dots,M-1$, the gradient of a real function is real at every grid point if and only if the coefficient at $m=-M$ vanishes. Reality at a single grid point already forces this. The derivation uses four conditions: the function is real, the grid has an even and nonzero number of points, the frequency $-M$ is kept with its own multiplier, and the order of differentiation is odd.

## The grid and its spectral derivative

The period is 1 and the grid points are $x_j=j/(2M)$ with $j=0,\dots,2M-1$. For an integer frequency $m$, the plane wave, its derivative factor and the Fourier coefficient of $f$ are

$$w_m(j)=e^{2\pi i m j/(2M)},\qquad \mu_m=2\pi i m,\qquad c_m=\frac1{2M}\sum_{j=0}^{2M-1} f_j\,w_{-m}(j).$$

The spectral derivative of order $p$ is

$$D^pf(j)=\sum_{m=-M}^{M-1}\mu_m^{\,p}\,c_m\,w_m(j),$$

and $p=1$ gives the gradient. "Frequency" here means the integer label $m$; the wave number is $2\pi m$. For a cell of length $L$, each derivative gains a factor $1/L$.

```lean
import Mathlib

open scoped Real ComplexConjugate

namespace SpectralGradientNyquist

noncomputable section
```

In Lean these are `wave`, `multiplier`, `coeff` and `spectralDeriv`. A real grid function is a map `Fin (2 * M) → ℝ`, and `Finset.Ico (-M : ℤ) M` is the half-open range of frequencies, which includes $-M$ and excludes $M$. The factor $1/(2M)$ sits in the coefficient. Many FFT routines put it elsewhere, which does not affect whether a coefficient vanishes. All arithmetic is exact, without rounding.

```lean
/-- The plane wave of integer frequency `m` at the grid point `x = j / (2M)` of the unit
period, for `M ≥ 1`. -/
def wave (M : ℕ) (m : ℤ) (j : ℕ) : ℂ :=
  Complex.exp (2 * π * Complex.I * m * (j / (2 * M)))

/-- The factor `2πim` by which differentiation multiplies the plane wave of frequency `m`. -/
def multiplier (m : ℤ) : ℂ := 2 * π * Complex.I * m

/-- The discrete Fourier coefficient of frequency `m` of a real function on a grid of `2M`
points, for `M ≥ 1`. -/
def coeff {M : ℕ} (f : Fin (2 * M) → ℝ) (m : ℤ) : ℂ :=
  (∑ j : Fin (2 * M), (f j : ℂ) * wave M (-m) j) / (2 * M)
```

The alternating mean $a=\frac1{2M}\sum_j f_j(-1)^j$ will turn out to be the Nyquist coefficient.

```lean
/-- The alternating mean of a real function on a grid of `2M` points, for `M ≥ 1`. -/
def alternatingMean {M : ℕ} (f : Fin (2 * M) → ℝ) : ℝ :=
  (∑ j : Fin (2 * M), f j * (-1) ^ (j : ℕ)) / (2 * M)

/-- The spectral derivative of order `p` at grid point `j`: coefficient `m` is multiplied by
`(2πim)^p` for `m = -M, ..., M-1`, and the plane waves are summed. Order 1 is the gradient. -/
def spectralDeriv {M : ℕ} (f : Fin (2 * M) → ℝ) (p : ℕ) (j : Fin (2 * M)) : ℂ :=
  ∑ m ∈ Finset.Ico (-M : ℤ) M, multiplier m ^ p * coeff f m * wave M m j
```

## The function is real

This is the condition satisfied by a density or a local potential. Conjugating a plane wave changes the sign of its exponent, so $\overline{w_m(j)}=w_{-m}(j)$. Since $f_j$ is its own conjugate,

$$\overline{c_m}=\frac1{2M}\sum_j f_j\,\overline{w_{-m}(j)}=\frac1{2M}\sum_j f_j\,w_m(j)=c_{-m}.$$

Also $\overline{\mu_m}=-2\pi i m=\mu_{-m}$. Each factor in a term of the derivative therefore turns into the same factor at the opposite frequency.

`conj_wave` moves the conjugation into the exponent and compares the exponents. `conj_coeff` carries the conjugation through the sum, and this is where the real values of `f` enter, through `Complex.conj_ofReal`. `conj_multiplier` does the same for the derivative factor.

```lean
/-- Complex conjugation reverses the frequency of a plane wave. -/
theorem conj_wave (M : ℕ) (m : ℤ) (j : ℕ) : conj (wave M m j) = wave M (-m) j := by
  unfold wave
  rw [← Complex.exp_conj]
  congr 1
  simp only [map_mul, map_div₀, Complex.conj_ofReal, Complex.conj_I, map_natCast,
    map_intCast, map_ofNat, Int.cast_neg]
  ring

/-- The coefficients of a real function at opposite frequencies are complex conjugates. -/
theorem conj_coeff {M : ℕ} (f : Fin (2 * M) → ℝ) (m : ℤ) :
    conj (coeff f m) = coeff f (-m) := by
  simp only [coeff, map_div₀, map_sum, map_mul, Complex.conj_ofReal, conj_wave,
    map_ofNat, map_natCast]

lemma conj_multiplier (m : ℤ) : conj (multiplier m) = multiplier (-m) := by
  simp only [multiplier, map_mul, Complex.conj_ofReal, Complex.conj_I, map_intCast,
    map_ofNat, Int.cast_neg]
  ring
```

For complex functions the criterion fails. The function $f_j=i(-1)^j$ has Nyquist coefficient $i$, yet its gradient is $2\pi M(-1)^j$, which is real. In the other direction, for $M\ge2$ the wave $w_1$ has zero Nyquist coefficient, but its gradient at $j=0$ is $2\pi i$.

Two further properties of the multiplier decide the role of the order $p$ below. It is purely imaginary, with imaginary part $2\pi m$, and its square is the real number $-(2\pi m)^2$.

```lean
lemma multiplier_im (m : ℤ) : (multiplier m).im = 2 * π * m := by
  have h : multiplier m = ((2 * π * m : ℝ) : ℂ) * Complex.I := by
    simp only [multiplier]
    push_cast
    ring
  rw [h, Complex.im_ofReal_mul, Complex.I_im, mul_one]

lemma multiplier_sq (m : ℤ) : multiplier m ^ 2 = ((-(2 * π * m) ^ 2 : ℝ) : ℂ) := by
  simp only [multiplier]
  push_cast
  linear_combination (2 * (π : ℂ) * m) ^ 2 * Complex.I_sq
```

## The number of points is even and not zero

An even grid contains the wave that changes sign from each point to the next, the shortest oscillation that the grid can represent. At $m=-M$ the factor $M$ cancels, which requires $M\neq0$:

$$w_{-M}(j)=e^{-2\pi i M j/(2M)}=\left(e^{-\pi i}\right)^j=(-1)^j.$$

Its conjugate $w_M(j)$ has the same real value. Hence

$$c_{-M}=\frac1{2M}\sum_j f_j\,w_M(j)=\frac1{2M}\sum_j f_j(-1)^j=a,$$

and the Nyquist coefficient of a real function is real.

`wave_nyquist` follows the same path: the hypothesis `hM` supplies $M\cdot M^{-1}=1$, which simplifies the exponent, and $e^{-\pi i}=-1$ is then raised to the power $j$. `coeff_nyquist` obtains the wave at $+M$ by conjugation and inserts it in the coefficient.

```lean
/-- On a grid of `2M` points, `M ≥ 1`, the Nyquist wave alternates in sign from point to
point. -/
theorem wave_nyquist {M : ℕ} (hM : 0 < M) (j : ℕ) : wave M (-M) j = (-1) ^ j := by
  have hc : (M : ℂ) * (M : ℂ)⁻¹ = 1 := mul_inv_cancel₀ (Nat.cast_ne_zero.mpr hM.ne')
  have h : 2 * (π : ℂ) * Complex.I * ((-M : ℤ) : ℂ) * ((j : ℂ) / (2 * (M : ℂ)))
      = (j : ℂ) * (-((π : ℂ) * Complex.I)) := by
    push_cast
    linear_combination (-((π : ℂ) * Complex.I * j)) * hc
  have h1 : Complex.exp (-((π : ℂ) * Complex.I)) = -1 := by
    rw [Complex.exp_neg, Complex.exp_pi_mul_I]
    norm_num
  unfold wave
  rw [h, Complex.exp_nat_mul, h1]

/-- For `M ≥ 1` the Nyquist coefficient of a real function is its alternating mean, a real
number. -/
theorem coeff_nyquist {M : ℕ} (hM : 0 < M) (f : Fin (2 * M) → ℝ) :
    coeff f (-M) = (alternatingMean f : ℂ) := by
  have h : ∀ j : ℕ, wave M (-(-M : ℤ)) j = (-1) ^ j := fun j => by
    rw [← conj_wave, wave_nyquist hM]
    simp
  simp only [coeff, alternatingMean, h, Complex.ofReal_div, Complex.ofReal_sum,
    Complex.ofReal_mul, Complex.ofReal_pow, Complex.ofReal_neg, Complex.ofReal_one,
    Complex.ofReal_ofNat, Complex.ofReal_natCast]
```

On an odd grid of $2M+1$ points with frequencies $-M,\dots,M$, every frequency has its partner, and the gradient of a real function is always real. For $M=0$ the present grid is empty. "Real at every point" is then vacuously true and "real at some point" is false, so the two can no longer be equivalent. Theorems that take a grid point `j : Fin (2 * M)` need no separate assumption on $M$, since the existence of that point implies $M\ge1$.

## The frequency −M is kept and +M is not

This is a convention for storing coefficients, with a definite consequence for differentiation. On the grid, $w_{-M}$ and $w_M$ are the same function, but their derivative factors differ in sign. The sum assigns the factor $-2\pi iM$ to this wave.

Separate that term from the rest:

$$D^pf(j)=\mu_{-M}^{\,p}\,a\,(-1)^j+S,\qquad S=\sum_{-M<m<M}\mu_m^{\,p}c_m w_m(j).$$

Conjugation turns the term $m$ of $S$ into the term $-m$. The range $-M<m<M$ is symmetric, so $\overline S=S$ and $S$ is real. The frequency $m=0$ is its own partner; for $M=1$ it is the only one in $S$. Because $a$ and $(-1)^j$ are real,

$$\operatorname{Im}D^pf(j)=\operatorname{Im}\!\left(\mu_{-M}^{\,p}\right)a\,(-1)^j.$$

For the gradient this is $-2\pi M\,a\,(-1)^j$. The Nyquist term is then purely imaginary, so keeping the real part of the gradient removes that term and nothing else.

In `im_spectralDeriv`, the statement `hpair` is the reality of $S$. It is proved by `Finset.sum_nbij'` with the map $m\mapsto-m$, which is its own inverse; the last of the resulting goals is closed by the three conjugation lemmas. `Finset.Ioo_insert_left` then splits off the frequency $-M$, and the two Nyquist lemmas evaluate its term.

```lean
/-- The imaginary part of the spectral derivative of a real function is that of the Nyquist
term alone. -/
theorem im_spectralDeriv {M : ℕ} (f : Fin (2 * M) → ℝ) (p : ℕ) (j : Fin (2 * M)) :
    (spectralDeriv f p j).im
      = (multiplier (-M) ^ p).im * alternatingMean f * (-1) ^ (j : ℕ) := by
  have hM : 0 < M := by
    have := j.isLt
    omega
  -- conjugation exchanges the terms m and -m strictly between -M and M, so their sum is real
  have hpair : (∑ m ∈ Finset.Ioo (-M : ℤ) M,
      multiplier m ^ p * coeff f m * wave M m j).im = 0 := by
    rw [← Complex.conj_eq_iff_im, map_sum]
    refine Finset.sum_nbij' (fun m => -m) (fun m => -m) ?_ ?_ ?_ ?_ ?_
    · intro m hm
      simp only [Finset.mem_Ioo] at hm ⊢
      omega
    · intro m hm
      simp only [Finset.mem_Ioo] at hm ⊢
      omega
    · intro m _
      simp
    · intro m _
      simp
    · intro m _
      rw [map_mul, map_mul, map_pow, conj_multiplier, conj_coeff, conj_wave]
  have hlt : (-M : ℤ) < M := by omega
  have hsign : ((-1 : ℂ)) ^ (j : ℕ) = (((-1 : ℝ) ^ (j : ℕ) : ℝ) : ℂ) := by simp
  -- the Nyquist frequency -M has no partner
  unfold spectralDeriv
  rw [← Finset.Ioo_insert_left hlt, Finset.sum_insert (by simp), Complex.add_im, hpair,
    add_zero, coeff_nyquist hM, wave_nyquist hM, hsign, Complex.im_mul_ofReal,
    Complex.im_mul_ofReal]
```

Other conventions change the outcome. If the Nyquist multiplier is set to zero for the first derivative, or if the coefficient is shared equally between $-M$ and $+M$, the imaginary contribution disappears and the gradient of every real function is real. If $+M$ is kept in place of $-M$, the imaginary part changes sign and the criterion stays the same.

## The order of differentiation is odd

The gradient has order 1, and the second derivative, as in a Laplacian, has order 2. For $p=2k$,

$$\mu_{-M}^{\,2k}=\left(-(2\pi M)^2\right)^k$$

is real, so the imaginary part of the derivative vanishes for every real function. `even_order_real` writes $p$ as $2k$ and uses `multiplier_sq`.

```lean
/-- Spectral derivatives of even order of a real function are real at every grid point. -/
theorem even_order_real {M : ℕ} (f : Fin (2 * M) → ℝ) {p : ℕ} (hp : Even p)
    (j : Fin (2 * M)) : (spectralDeriv f p j).im = 0 := by
  obtain ⟨k, rfl⟩ := hp.two_dvd
  rw [im_spectralDeriv, pow_mul, multiplier_sq, ← Complex.ofReal_pow, Complex.ofReal_im,
    zero_mul, zero_mul]
```

For $p=2k+1$ one factor of $\mu_{-M}$ is left over:

$$\operatorname{Im}\mu_{-M}^{\,2k+1}=\left(-(2\pi M)^2\right)^k(-2\pi M)\neq0.$$

The imaginary part of the derivative is this number times $a(-1)^j$. Since $(-1)^j$ is never zero, it vanishes at a given point $j$ exactly when $a=c_{-M}=0$.

`odd_order_real_iff` states this for each single grid point. Its steps `h1` and `h2` show that the power of the multiplier and the sign are nonzero, and the final `simp only` removes these two factors from the product.

```lean
/-- A spectral derivative of odd order of a real function is real at a given grid point if and
only if the Nyquist coefficient vanishes. -/
theorem odd_order_real_iff {M : ℕ} (f : Fin (2 * M) → ℝ) {p : ℕ} (hp : Odd p)
    (j : Fin (2 * M)) : (spectralDeriv f p j).im = 0 ↔ coeff f (-M) = 0 := by
  have hM : 0 < M := by
    have := j.isLt
    omega
  have hm : 2 * π * ((-M : ℤ) : ℝ) ≠ 0 := by
    have h0 : (M : ℝ) ≠ 0 := Nat.cast_ne_zero.mpr hM.ne'
    push_cast
    exact mul_ne_zero (by positivity) (neg_ne_zero.mpr h0)
  -- an odd power of a nonzero imaginary number has a nonzero imaginary part
  have h1 : (multiplier (-M) ^ p).im ≠ 0 := by
    obtain ⟨k, rfl⟩ := hp
    rw [pow_succ, pow_mul, multiplier_sq, ← Complex.ofReal_pow, Complex.im_ofReal_mul,
      multiplier_im]
    exact mul_ne_zero (pow_ne_zero _ (neg_ne_zero.mpr (pow_ne_zero _ hm))) hm
  have h2 : (-1 : ℝ) ^ (j : ℕ) ≠ 0 := pow_ne_zero _ (by norm_num)
  rw [im_spectralDeriv, coeff_nyquist hM, Complex.ofReal_eq_zero]
  simp only [mul_eq_zero, h1, h2, false_or, or_false]
```

For even orders a nonzero Nyquist coefficient does not make the derivative complex. The checkerboard function $(-1)^j$ has $c_{-M}=1$, and its second derivative $-(2\pi M)^2(-1)^j$ is real.

## One grid point decides for all

The theorem on the gradient lists three statements and says that they are equivalent, which is the meaning of `TFAE`:

1. the gradient has zero imaginary part at every grid point;
2. it has zero imaginary part at some grid point;
3. the coefficient at frequency $-M$ is zero.

The first implies the second because the grid has a point $j=0$, which is where this proof uses `hM`. The second implies the third, and the third implies the first, by the criterion at a single point with $p=1$.

```lean
/-- On a grid of `2M` points, `M ≥ 1`, the following are equivalent for a real function: its
spectral gradient is real at every grid point; it is real at some grid point; the Nyquist
coefficient vanishes. -/
theorem gradient_real_tfae {M : ℕ} (hM : 0 < M) (f : Fin (2 * M) → ℝ) :
    [∀ j, (spectralDeriv f 1 j).im = 0,
     ∃ j, (spectralDeriv f 1 j).im = 0,
     coeff f (-M) = 0].TFAE := by
  tfae_have 1 → 2 := fun h => ⟨⟨0, by omega⟩, h _⟩
  tfae_have 2 → 3 := fun ⟨j, h⟩ => (odd_order_real_iff f odd_one j).mp h
  tfae_have 3 → 1 := fun h j => (odd_order_real_iff f odd_one j).mpr h
  tfae_finish
```

The hypotheses describe one periodic direction, and the step to a three-dimensional FFT grid is left to the reader. In an orthogonal cell, a derivative along one axis acts on each grid line parallel to that axis separately, so the criterion can be applied line by line. In a skewed cell, a Cartesian component of the gradient generally combines several lattice frequencies and needs its own treatment.

## The checkerboard function shows the full effect

For $f_j=(-1)^j$ each term of the alternating mean is $(-1)^j(-1)^j=1$, so $a=1$ and

$$\operatorname{Im}D^1f(j)=-2\pi M(-1)^j.$$

On the smallest grid, $M=1$, the function has the values $1,-1$ and its gradient has the imaginary parts $-2\pi,\,2\pi$. For a fixed Nyquist coefficient, the imaginary part grows in proportion to the number of grid points. The Lean proof computes the alternating mean and inserts it in `im_spectralDeriv`.

```lean
/-- The spectral gradient of the checkerboard function `(-1)^j` has imaginary part
`-2πM (-1)^j`. -/
theorem checkerboard_gradient_im {M : ℕ} (j : Fin (2 * M)) :
    (spectralDeriv (fun i : Fin (2 * M) => (-1 : ℝ) ^ (i : ℕ)) 1 j).im
      = -(2 * π * M) * (-1) ^ (j : ℕ) := by
  have hM : (M : ℝ) ≠ 0 := by
    have := j.isLt
    exact Nat.cast_ne_zero.mpr (by omega)
  have h : alternatingMean (fun i : Fin (2 * M) => (-1 : ℝ) ^ (i : ℕ)) = 1 := by
    simp only [alternatingMean, ← mul_pow, neg_mul_neg, mul_one, one_pow, Finset.sum_const,
      Finset.card_univ, Fintype.card_fin, nsmul_eq_mul]
    push_cast
    exact div_self (mul_ne_zero two_ne_zero hM)
  rw [im_spectralDeriv, pow_one, h, multiplier_im]
  push_cast
  ring

end

end SpectralGradientNyquist
```

```lean
#print axioms SpectralGradientNyquist.even_order_real
-- 'SpectralGradientNyquist.even_order_real' depends on axioms: [propext, Classical.choice, Quot.sound]
#print axioms SpectralGradientNyquist.gradient_real_tfae
-- 'SpectralGradientNyquist.gradient_real_tfae' depends on axioms: [propext, Classical.choice, Quot.sound]
#print axioms SpectralGradientNyquist.checkerboard_gradient_im
-- 'SpectralGradientNyquist.checkerboard_gradient_im' depends on axioms: [propext, Classical.choice, Quot.sound]
```
